# For a spin component S in the xy plane, the commutator of (1 + sS)/2 with σy is a multiple of σz

For a single spin one-half, let S = cos f σx + sin f σy be the Pauli observable along the direction at angle f from the x axis in the xy plane. The theorem `outcome_commutator` states that the commutator of (1 + sS)/2 with σy is i s cos f σz, for all real s and f. When s is 1 or −1, the operator (1 + sS)/2 is the projector on that outcome of a measurement of S, but the identity does not need this restriction. The attempt unfolds the definitions, replaces cos f and sin f by arbitrary real numbers `c` and `t`, and checks the four matrix entries with `simp` and `ring`.

The failing Lean file:

```lean
import Mathlib

open Matrix

namespace SpinErrorDisturbance

noncomputable section

/-- The Pauli matrix `σx`, the observable one wants to measure. -/
def σx : Matrix (Fin 2) (Fin 2) ℂ := !![0, 1; 1, 0]

/-- The Pauli matrix `σy`, the observable that is disturbed. -/
def σy : Matrix (Fin 2) (Fin 2) ℂ := !![0, -Complex.I; Complex.I, 0]

/-- The Pauli matrix `σz`. -/
def σz : Matrix (Fin 2) (Fin 2) ℂ := !![1, 0; 0, -1]

/-- The observable actually measured: the spin along the direction at angle `f`
from the `x` axis in the `xy` plane. -/
def measured (f : ℝ) : Matrix (Fin 2) (Fin 2) ℂ :=
  (Real.cos f : ℂ) • σx + (Real.sin f : ℂ) • σy

/-- The operator `(1 + s S) / 2`; for `s = 1` and `s = -1` it is the projector
on the corresponding outcome of the measurement of `S`. -/
def outcome (s f : ℝ) : Matrix (Fin 2) (Fin 2) ℂ :=
  (1 / 2 : ℂ) • (1 + (s : ℂ) • measured f)

/-- The commutator of `(1 + s S) / 2` with `σy` is `i s cos f σz`. -/
theorem outcome_commutator (s f : ℝ) :
    outcome s f * σy - σy * outcome s f
      = ((s : ℂ) * (Real.cos f : ℂ) * Complex.I) • σz := by
  unfold outcome measured
  generalize Real.cos f = c
  generalize Real.sin f = t
  ext i j
  fin_cases i <;> fin_cases j <;>
    simp [σx, σy, σz, Matrix.mul_apply, Fin.sum_univ_two] <;> ring

end

end SpinErrorDisturbance
```

Messages:

```
Try this:
  [apply] ring_nf
  
  The `ring` tactic failed to close the goal. Use `ring_nf` to obtain a normal form.
    
  Note that `ring` works primarily in *commutative* rings. If you have a noncommutative ring, abelian group or module, consider using `noncomm_ring`, `abel` or `module` instead.
Try this:
  [apply] ring_nf
  
  The `ring` tactic failed to close the goal. Use `ring_nf` to obtain a normal form.
    
  Note that `ring` works primarily in *commutative* rings. If you have a noncommutative ring, abelian group or module, consider using `noncomm_ring`, `abel` or `module` instead.
Try this:
  [apply] ring_nf
  
  The `ring` tactic failed to close the goal. Use `ring_nf` to obtain a normal form.
    
  Note that `ring` works primarily in *commutative* rings. If you have a noncommutative ring, abelian group or module, consider using `noncomm_ring`, `abel` or `module` instead.
Try this:
  [apply] ring_nf
  
  The `ring` tactic failed to close the goal. Use `ring_nf` to obtain a normal form.
    
  Note that `ring` works primarily in *commutative* rings. If you have a noncommutative ring, abelian group or module, consider using `noncomm_ring`, `abel` or `module` instead.
Main.lean:31:57: error: unsolved goals
case «0».«0»
s f c t : ℝ
⊢ ↑s * ↑c * Complex.I * (1 / 2) + ↑s * ↑t * Complex.I ^ 2 * (-1 / 2) -
      (![0, -Complex.I] ᵥ*
          ((1 / 2) • 1 +
            !![0, ↑s * ↑c * (1 / 2) + ↑s * ↑t * Complex.I * (-1 / 2);
              ↑s * ↑c * (1 / 2) + ↑s * ↑t * Complex.I * (1 / 2), 0]))
        0 =
    ↑s * ↑c * Complex.I

case «0».«1»
s f c t : ℝ
⊢ Complex.I * (-1 / 2) -
      (![0, -Complex.I] ᵥ*
          ((1 / 2) • 1 +
            !![0, Complex.I * ↑s * ↑t * (-1 / 2) + ↑s * ↑c * (1 / 2);
              Complex.I * ↑s * ↑t * (1 / 2) + ↑s * ↑c * (1 / 2), 0]))
        1 =
    0

case «1».«0»
s f c t : ℝ
⊢ Complex.I * (1 / 2) -
      (![Complex.I, 0] ᵥ*
          ((1 / 2) • 1 +
            !![0, Complex.I * ↑s * ↑t * (-1 / 2) + ↑s * ↑c * (1 / 2);
              Complex.I * ↑s * ↑t * (1 / 2) + ↑s * ↑c * (1 / 2), 0]))
        0 =
    0

case «1».«1»
s f c t : ℝ
⊢ ↑s * ↑c * Complex.I * (-1 / 2) + ↑s * ↑t * Complex.I ^ 2 * (-1 / 2) -
      (![Complex.I, 0] ᵥ*
          ((1 / 2) • 1 +
            !![0, ↑s * ↑c * (1 / 2) + ↑s * ↑t * Complex.I * (-1 / 2);
              ↑s * ↑c * (1 / 2) + ↑s * ↑t * Complex.I * (1 / 2), 0]))
        1 =
    -(↑s * ↑c * Complex.I)
```

The change, after which it compiles:

```diff
@@ -33,7 +33,14 @@
   generalize Real.cos f = c
   generalize Real.sin f = t
+  -- write the outcome operator as an explicit matrix
+  have hP : (1 / 2 : ℂ) • (1 + (s : ℂ) • ((c : ℂ) • σx + (t : ℂ) • σy))
+      = !![1 / 2, (s : ℂ) * (c - t * Complex.I) / 2;
+           (s : ℂ) * (c + t * Complex.I) / 2, 1 / 2] := by
+    ext i j
+    fin_cases i <;> fin_cases j <;> simp [σx, σy] <;> ring
+  rw [hP]
   ext i j
   fin_cases i <;> fin_cases j <;>
-    simp [σx, σy, σz, Matrix.mul_apply, Fin.sum_univ_two] <;> ring
+    simp [σy, σz] <;> ring
 
 end
```

Cause. The four `ring` messages say that `ring` did not close any of the four entry goals, and the error shows what was left. In each goal the product with `σy` on the left is still a row vector times a matrix, written with `ᵥ*`. That matrix is a sum containing `(1 / 2) • 1`, not a single explicit array, and `simp` did not multiply it out. `ring` does not expand such a product either, so it could not cancel the terms. The hint about noncommutative rings does not apply, since the entries are complex numbers.

The repair first proves `hP`, which writes the whole operator as one explicit two-by-two matrix. This involves no matrix product, only a comparison of entries. After `rw [hP]`, both factors of each product are explicit once `σy` is unfolded, so `simp` can compute the entries and `ring` can finish the arithmetic.

Dropping `σx` from the last `simp` is tidying, since it no longer occurs in the goal. `Matrix.mul_apply` and `Fin.sum_univ_two` are also dropped, and the repaired proof compiles without them.
